# Exponential convergence of a circular contour average to the spectral projector of a gapped Hermitian matrix

In a transport calculation with nonequilibrium Green's functions, the equilibrium density matrix comes from integrating a Green's function over energy. Along the real axis the integrand has poles at the levels of a closed system, and often sharp peaks when leads broaden them, so the path is commonly moved into the complex plane, where the integrand is smoother. In a direct implementation, each point on the path costs a matrix inversion. How many points are needed?

Take the simplest case: a closed, non-interacting system with a finite Hermitian Hamiltonian $H$ in an orthonormal basis, at zero temperature. Measure energies from the centre of a circle of radius $R>0$ that encloses the occupied levels and no others. The density matrix is then the projector $P$ onto eigenvalues $|e|<R$, and

$$P=\frac{1}{2\pi\mathrm{i}}\oint_{|z|=R}(z-H)^{-1}\,dz .$$

With $N\ge 1$ equally spaced points $z_j=R\exp(2\pi\mathrm{i}j/N)$, $j=0,\dots,N-1$, the integral is approximated by the average

$$A_N=\frac1N\sum_{j=0}^{N-1} z_j(z_j-H)^{-1}.$$

Let $0<q<1$, and suppose that no eigenvalue satisfies $qR<|e|<R/q$. Then, in operator norm,

$$\|A_N-P\|\le\frac{q^N}{1-q^N},$$

with equality whenever $qR$ is an eigenvalue. The number $q$ measures the spectral gap around the circle: the smaller it is, the wider the gap.

## The error at a single energy

In the eigenbasis of $H$, the matrix $z_j(z_j-H)^{-1}$ is diagonal with entries $z_j/(z_j-e)$, so it is enough to average this number for a real $e$ with $|e|\neq R$. Put $x=e/R$ and $u=\exp(-2\pi\mathrm{i}/N)$, where the upright $\mathrm{i}$ is the imaginary unit; the italic $i$ below is a summation index. Since $z_ju^j=R$, we have $z_j-e=z_j(1-xu^j)$. The finite geometric sum and $u^N=1$ give

$$(1-xu^j)\sum_{i=0}^{N-1}(xu^j)^i=1-x^N,
\qquad\text{so}\qquad
\frac{z_j}{z_j-e}\,(1-x^N)=\sum_{i=0}^{N-1}x^iu^{ij}.$$

Now sum over $j$. The term $i=0$ contributes $N$. For $0<i<N$ we have $u^i\ne1$ and $(u^i-1)\sum_ju^{ij}=u^{iN}-1=0$, so the term vanishes. Hence

$$\frac1N\sum_{j=0}^{N-1}\frac{z_j}{z_j-e}=\frac{1}{1-x^N}.$$

The projector has the value 1 inside the circle and 0 outside. The gap leaves two cases.

- If $|x|\le q$, the error is $\dfrac{1}{1-x^N}-1=\dfrac{x^N}{1-x^N}$, of modulus at most $\dfrac{q^N}{1-q^N}$.
- If $|x|\ge 1/q$, the error is $\dfrac{1}{1-x^N}$, of modulus at most $\dfrac{1}{|x|^N-1}\le\dfrac{1}{q^{-N}-1}=\dfrac{q^N}{1-q^N}$.

The matrix $A_N-P$ is diagonal in the same eigenbasis, so its operator norm is the largest of these moduli, which gives the bound. At $x=q$ the first case is an equality.

## Forty points around a valence band

Suppose the occupied levels lie between $-10$ and $-2$ eV and the empty ones above $0.25$ eV. A circle centred at $-6$ eV with $R=5$ eV has $qR=4$ eV and $R/q=6.25$ eV for $q=0.8$. The matrix $H$ above is then the Hamiltonian plus 6 eV times the identity. With $N=40$ the bound is about $1.3\times10^{-4}$. A direct implementation inverts $z_j-H$ at each node, multiplies by $z_j/N$ and adds the results. Because $(\bar z-H)^{-1}$ is the adjoint of $(z-H)^{-1}$, 21 inversions suffice for the 40 nodes.

In a device with leads, $H$ is supplemented by an energy-dependent self-energy, and the theorem does not apply to that case. Nor does it treat finite temperature, bias or a non-orthogonal basis.

## Contour, projector and gap in Lean

The index type `n` is any finite type, so `H` is a complex matrix of any finite size. The opened norm scope makes `‖·‖` on matrices the operator norm belonging to the Euclidean length of vectors.

```lean
import Mathlib

open Matrix Finset
open scoped Matrix.Norms.L2Operator

namespace ContourProjector

noncomputable section

variable {n : Type*} [Fintype n] [DecidableEq n] {H : Matrix n n ℂ}
```

The node is $z_j$, with `j` running from 0 to $N-1$ in the average.

```lean
/-- The `j`-th of `N ≥ 1` equally spaced points on the circle of radius `R`. -/
def node (R : ℝ) (N j : ℕ) : ℂ :=
  R * Complex.exp ((2 * Real.pi * j / N : ℝ) * Complex.I)

/-- The average of `z (z - H)⁻¹` over the `N ≥ 1` contour points, none of which may be an
eigenvalue of `H`. -/
def contourAverage (H : Matrix n n ℂ) (R : ℝ) (N : ℕ) : Matrix n n ℂ :=
  (N : ℂ)⁻¹ • ∑ j ∈ range N, node R N j • (node R N j • (1 : Matrix n n ℂ) - H)⁻¹
```

The inverse here is Mathlib's matrix inverse, which is zero for a singular matrix. The gap hypothesis keeps every node off the spectrum, so that value never enters the theorems.

Functions of $H$ are defined as $U\,\mathrm{diag}(f(e))\,U^\dagger$, where `modes` is the unitary $U$ of orthonormal eigenvectors. The projector is the case where $f$ is the step function.

```lean
/-- The unitary matrix whose columns are orthonormal eigenvectors of `H`. -/
def modes (hH : H.IsHermitian) : Matrix n n ℂ := hH.eigenvectorUnitary

/-- The function `f` of the Hermitian matrix `H`, applied eigenvalue by eigenvalue. -/
def spectralFun (hH : H.IsHermitian) (f : ℝ → ℂ) : Matrix n n ℂ :=
  modes hH * diagonal (fun i => f (hH.eigenvalues i)) * star (modes hH)

/-- The projector onto the eigenvectors of `H` with `|e| < R`. -/
def innerProjector (hH : H.IsHermitian) (R : ℝ) : Matrix n n ℂ :=
  spectralFun hH (fun e => if |e| < R then 1 else 0)
```

The gap condition has strict inequalities, so eigenvalues at $\pm qR$ and $\pm R/q$ are allowed. It constrains negative energies as well as positive ones.

```lean
/-- No eigenvalue of `H` satisfies `q R < |e| < R / q`, for `q > 0`. -/
def HasGap (hH : H.IsHermitian) (R q : ℝ) : Prop :=
  ∀ i, ¬ (q * R < |hH.eigenvalues i| ∧ |hH.eigenvalues i| < R / q)
```

The scalar error is $1/(1-x^N)$ minus the step function.

```lean
/-- The error of the `N`-point rule at energy `e`, for `R > 0`, `N ≥ 1` and `|e| ≠ R`. -/
def filterError (R : ℝ) (N : ℕ) (e : ℝ) : ℝ :=
  (1 - (e / R) ^ N)⁻¹ - if |e| < R then 1 else 0
```

## From matrices to eigenvalues

Multiplication by a unitary does not change the operator norm, and the norm of a diagonal matrix is its largest entry in modulus. On the right-hand side below, the norm is the maximum norm of a function on the index set.

```lean
/-- The operator norm of a function of `H` is the largest modulus it takes on the
eigenvalues. -/
theorem spectralFun_norm (hH : H.IsHermitian) (f : ℝ → ℂ) :
    ‖spectralFun hH f‖ = ‖fun i => f (hH.eigenvalues i)‖ :=
  (CStarRing.norm_mul_coe_unitary _ (star hH.eigenvectorUnitary)).trans
    ((CStarRing.norm_coe_unitary_mul hH.eigenvectorUnitary _).trans (l2_opNorm_diagonal _))
```

For the resolvent, the proof writes $z-H=U\,\mathrm{diag}(z-e)\,U^\dagger$ and checks that multiplying by the proposed inverse gives the identity.

```lean
/-- Away from the eigenvalues, the resolvent is the function `1 / (z - e)` of `H`. -/
theorem resolvent_eq (hH : H.IsHermitian) {z : ℂ} (hz : ∀ i, z - hH.eigenvalues i ≠ 0) :
    (z • (1 : Matrix n n ℂ) - H)⁻¹ = spectralFun hH (fun e => (z - e)⁻¹) := by
  have hU : star (modes hH) * modes hH = 1 :=
    mem_unitaryGroup_iff'.mp hH.eigenvectorUnitary.2
  have hU' : modes hH * star (modes hH) = 1 :=
    mem_unitaryGroup_iff.mp hH.eigenvectorUnitary.2
  have h0 : modes hH * diagonal (fun i => (hH.eigenvalues i : ℂ)) * star (modes hH) = H := by
    have h := hH.spectral_theorem
    rw [Unitary.conjStarAlgAut_apply] at h
    exact h.symm
  have hd : diagonal (fun i => z - (hH.eigenvalues i : ℂ))
      = z • (1 : Matrix n n ℂ) - diagonal (fun i => (hH.eigenvalues i : ℂ)) := by
    ext i k
    by_cases h : i = k <;> simp [h]
  have hzH : z • (1 : Matrix n n ℂ) - H
      = modes hH * diagonal (fun i => z - (hH.eigenvalues i : ℂ)) * star (modes hH) := by
    rw [hd, mul_sub, sub_mul, mul_smul_comm, smul_mul_assoc, mul_one, hU', h0]
  apply Matrix.inv_eq_right_inv
  rw [hzH]
  unfold spectralFun
  calc _ = modes hH * (diagonal (fun i => z - (hH.eigenvalues i : ℂ)) *
        ((star (modes hH) * modes hH) * diagonal (fun i => (z - (hH.eigenvalues i : ℂ))⁻¹)))
        * star (modes hH) := by simp only [Matrix.mul_assoc]
    _ = 1 := by
      rw [hU, one_mul, diagonal_mul_diagonal]
      simp only [mul_inv_cancel₀ (hz _), diagonal_one, mul_one, hU']
```

A node has modulus $R$, so it cannot equal a real energy with $|e|\ne R$.

```lean
/-- For `R > 0`, an energy with `|e| ≠ R` is not a contour point. -/
theorem node_sub_ne {R e : ℝ} (hR : 0 < R) (he : |e| ≠ R) (N j : ℕ) :
    node R N j - (e : ℂ) ≠ 0 := by
  intro h
  have h' := congrArg norm (sub_eq_zero.mp h)
  rw [node, norm_mul, Complex.norm_exp_ofReal_mul_I, mul_one, Complex.norm_real,
    Complex.norm_real, Real.norm_of_nonneg hR.le, Real.norm_eq_abs] at h'
  exact he h'.symm
```

## The average over roots of unity

The next theorem is the scalar identity derived above. Inside it, `hterm` is the geometric sum for one node and `hS` is the sum over nodes. The `linear_combination` step combines the geometric sum with $z_ju^j=R$, $xR=e$ and $(z_j-e)^{-1}(z_j-e)=1$.

The device that carries the cancellation is Mathlib's `IsPrimitiveRoot u N`. It packages two properties: $u^N=1$, and $N$ divides every exponent $l$ with $u^l=1$. The first closes both geometric sums. The second shows that $u^i\neq1$ for $0<i<N$, since otherwise $N$ would divide a smaller positive number. Once `u` has been obtained with this property and the relation to the nodes, the rest of the argument is algebra, together with the fact `node_sub_ne` that $z_j\neq e$.

The identity `hS` also shows that $1-x^N\neq0$: otherwise its left side would be zero while its right side is $N$.

```lean
/-- For `R > 0`, `N ≥ 1` and `|e| ≠ R`, the `N`-point average of `z / (z - e)` is exactly
`1 / (1 - (e / R) ^ N)`. -/
theorem scalar_average {R e : ℝ} (hR : 0 < R) (he : |e| ≠ R) {N : ℕ} (hN : N ≠ 0) :
    (N : ℂ)⁻¹ * ∑ j ∈ range N, node R N j * (node R N j - e)⁻¹
      = (((1 - (e / R) ^ N)⁻¹ : ℝ) : ℂ) := by
  have hNC : (N : ℂ) ≠ 0 := by exact_mod_cast hN
  obtain ⟨x, hx, hxe⟩ : ∃ x : ℂ, x = e / R ∧ x * R = e :=
    ⟨_, rfl, div_mul_cancel₀ _ (by exact_mod_cast hR.ne')⟩
  obtain ⟨u, hu, hnode⟩ : ∃ u : ℂ, IsPrimitiveRoot u N ∧ ∀ j, node R N j * u ^ j = R := by
    refine ⟨_, (Complex.isPrimitiveRoot_exp N hN).inv, fun j => ?_⟩
    have h0 : ((2 * Real.pi * j / N : ℝ) : ℂ) * Complex.I
        + j * -(2 * Real.pi * Complex.I / N) = 0 := by
      push_cast
      ring
    rw [node, ← Complex.exp_neg, ← Complex.exp_nat_mul, mul_assoc, ← Complex.exp_add, h0,
      Complex.exp_zero, mul_one]
  -- each term is a finite geometric sum
  have hterm : ∀ j, node R N j * (node R N j - e)⁻¹ * (1 - x ^ N)
      = ∑ i ∈ range N, x ^ i * (u ^ i) ^ j := by
    intro j
    have hs : ∑ i ∈ range N, x ^ i * (u ^ i) ^ j = ∑ i ∈ range N, (x * u ^ j) ^ i :=
      Finset.sum_congr rfl fun i _ => by rw [mul_pow, ← pow_mul, ← pow_mul, mul_comm j]
    have hg := mul_neg_geom_sum (x * u ^ j) N
    rw [mul_pow x, ← pow_mul, mul_comm j N, pow_mul, hu.pow_eq_one, one_pow, mul_one] at hg
    rw [hs]
    generalize ∑ i ∈ range N, (x * u ^ j) ^ i = S at hg ⊢
    linear_combination -(node R N j * (node R N j - e)⁻¹) * hg
      + (node R N j - e)⁻¹ * S * (-x * hnode j - hxe)
      + S * inv_mul_cancel₀ (node_sub_ne hR he N j)
  -- around the circle only the zeroth power survives
  have hS : (∑ j ∈ range N, node R N j * (node R N j - e)⁻¹) * (1 - x ^ N) = N := by
    rw [Finset.sum_mul, Finset.sum_congr rfl (fun j _ => hterm j), Finset.sum_comm,
      Finset.sum_eq_single 0]
    · simp
    · intro i hi hi0
      have h1 : u ^ i - 1 ≠ 0 := fun h => absurd (Nat.le_of_dvd (Nat.pos_of_ne_zero hi0)
        (hu.dvd_of_pow_eq_one _ (sub_eq_zero.mp h))) (not_le_of_gt (Finset.mem_range.mp hi))
      have h2 := geom_sum_mul (u ^ i) N
      rw [← pow_mul, mul_comm i N, pow_mul, hu.pow_eq_one, one_pow, sub_self] at h2
      rw [← Finset.mul_sum, (mul_eq_zero.mp h2).resolve_right h1, mul_zero]
    · exact fun h => absurd (Finset.mem_range.mpr (Nat.pos_of_ne_zero hN)) h
  have hD : 1 - x ^ N ≠ 0 := fun h => hNC (by rw [← hS, h, mul_zero])
  push_cast
  rw [← hx, eq_div_of_mul_eq hD hS, div_eq_mul_inv, inv_mul_cancel_left₀ hNC]
```

## The exact matrix error

Since $qR<R<R/q$, the gap excludes $|e|=R$, and the scalar identity holds at every eigenvalue. The proof compares diagonal entries in `hE` and then restores the factors $U$ and $U^\dagger$.

```lean
/-- For a gapped `H`, with `R > 0`, `0 < q < 1` and `N ≥ 1`, the contour average minus the projector
is exactly the scalar error function applied to `H`. -/
theorem contour_error (hH : H.IsHermitian) {R q : ℝ} (hR : 0 < R) (hq : 0 < q) (hq1 : q < 1)
    (hgap : HasGap hH R q) {N : ℕ} (hN : N ≠ 0) :
    contourAverage H R N - innerProjector hH R
      = spectralFun hH (fun e => (filterError R N e : ℂ)) := by
  have he : ∀ i, |hH.eigenvalues i| ≠ R := by
    intro i h
    apply hgap i
    rw [h, lt_div_iff₀ hq]
    constructor <;> nlinarith
  have hE : diagonal (fun i => (filterError R N (hH.eigenvalues i) : ℂ))
      = (N : ℂ)⁻¹ • ∑ j ∈ range N, node R N j •
          diagonal (fun i => (node R N j - (hH.eigenvalues i : ℂ))⁻¹)
        - diagonal (fun i => if |hH.eigenvalues i| < R then (1 : ℂ) else 0) := by
    ext i k
    by_cases h : i = k
    · subst h
      simp only [Matrix.sub_apply, Matrix.smul_apply, Matrix.sum_apply, diagonal_apply_eq,
        smul_eq_mul]
      rw [scalar_average hR (he i) hN, filterError, Complex.ofReal_sub]
      congr 1
      split_ifs <;> simp
    · simp [Matrix.sum_apply, h]
  have hres := fun j => resolvent_eq hH (fun i => node_sub_ne hR (he i) N j)
  unfold contourAverage
  simp only [hres, innerProjector, spectralFun]
  rw [hE]
  simp only [mul_sub, sub_mul, mul_smul_comm, smul_mul_assoc, Finset.mul_sum, Finset.sum_mul]
```

## The bound and its sharpness

The scalar estimate splits on whether $|e|\le qR$. The second case works with the cross-multiplied inequality `h7`, which reads $1-q^N\le q^N|1-x^N|$.

```lean
/-- At an energy outside the gap `q R < |e| < R / q`, with `R > 0`, `0 < q < 1` and `N ≥ 1`,
the scalar error is at most `q ^ N / (1 - q ^ N)`. -/
theorem filterError_le {R q e : ℝ} (hR : 0 < R) (hq : 0 < q) (hq1 : q < 1)
    (hgap : ¬ (q * R < |e| ∧ |e| < R / q)) {N : ℕ} (hN : N ≠ 0) :
    |filterError R N e| ≤ q ^ N / (1 - q ^ N) := by
  have hQ : 0 < q ^ N := pow_pos hq N
  have hQ1 : 0 < 1 - q ^ N := sub_pos.mpr (pow_lt_one₀ hq.le hq1 hN)
  have hx : |e / R| = |e| / R := by rw [abs_div, abs_of_pos hR]
  unfold filterError
  by_cases h : |e| ≤ q * R
  · -- inside the contour
    have hy : |(e / R) ^ N| ≤ q ^ N := by
      rw [abs_pow, hx]
      exact pow_le_pow_left₀ (by positivity) ((div_le_iff₀ hR).mpr h) N
    have hpos : 1 - q ^ N ≤ 1 - (e / R) ^ N := by linarith [le_abs_self ((e / R) ^ N)]
    have hne : 1 - (e / R) ^ N ≠ 0 := (hQ1.trans_le hpos).ne'
    have heq : (1 - (e / R) ^ N)⁻¹ - 1 = (e / R) ^ N / (1 - (e / R) ^ N) := by
      rw [eq_div_iff hne, sub_mul, inv_mul_cancel₀ hne]
      ring
    rw [if_pos (by nlinarith : |e| < R), heq, abs_div, abs_of_pos (hQ1.trans_le hpos)]
    exact div_le_div₀ hQ.le hy hQ1 hpos
  · -- outside the contour
    have h3 : R ≤ |e| * q :=
      (div_le_iff₀ hq).mp (not_lt.mp fun h3 => hgap ⟨not_le.mp h, h3⟩)
    have h4 : 1 ≤ q * |e / R| := by
      rw [hx, ← mul_div_assoc, le_div_iff₀ hR]
      linarith
    have h5 : 1 ≤ q ^ N * |(e / R) ^ N| := by
      rw [abs_pow, ← mul_pow]
      exact one_le_pow₀ h4
    have h6 : |(e / R) ^ N| - 1 ≤ |1 - (e / R) ^ N| := by
      have := abs_sub_abs_le_abs_sub ((e / R) ^ N) 1
      rwa [abs_one, abs_sub_comm] at this
    have h7 : 1 - q ^ N ≤ q ^ N * |1 - (e / R) ^ N| := by
      nlinarith [mul_le_mul_of_nonneg_left h6 hQ.le]
    have h8 : 0 < |1 - (e / R) ^ N| := pos_of_mul_pos_right (hQ1.trans_le h7) hQ.le
    have h9 : ¬ |e| < R := by
      have := mul_le_mul_of_nonneg_left hq1.le (abs_nonneg e)
      linarith
    rw [if_neg h9, sub_zero, abs_inv, ← one_div, div_le_div_iff₀ h8 hQ1]
    linarith
```

The main theorem combines the exact error, the norm formula and this estimate. Its hypothesis `hN : N ≠ 0` says that there is at least one node. Since $q^N\to0$, the bound tends to zero as nodes are added.

```lean
/-- Exponential contour convergence: if the Hermitian matrix `H` has no eigenvalue with
`q R < |e| < R / q`, where `R > 0` and `0 < q < 1`, the `N`-point contour average differs from
the projector onto `|e| < R` by at most `q ^ N / (1 - q ^ N)` in operator norm, for `N ≥ 1`. -/
theorem contour_convergence (hH : H.IsHermitian) {R q : ℝ} (hR : 0 < R) (hq : 0 < q)
    (hq1 : q < 1) (hgap : HasGap hH R q) {N : ℕ} (hN : N ≠ 0) :
    ‖contourAverage H R N - innerProjector hH R‖ ≤ q ^ N / (1 - q ^ N) := by
  have hQ1 : 0 < 1 - q ^ N := sub_pos.mpr (pow_lt_one₀ hq.le hq1 hN)
  rw [contour_error hH hR hq hq1 hgap hN, spectralFun_norm,
    pi_norm_le_iff_of_nonneg (by positivity)]
  intro i
  rw [Complex.norm_real, Real.norm_eq_abs]
  exact filterError_le hR hq hq1 (hgap i) hN
```

For sharpness, the hypothesis `hi` places an eigenvalue at $qR$. The scalar error there equals the bound, and the operator norm is at least as large as the modulus at any one eigenvalue.

```lean
/-- The bound is sharp: if `R > 0`, `0 < q < 1`, the Hermitian matrix `H` has no eigenvalue with
`q R < |e| < R / q`, and `q R` is an eigenvalue, then the contour average differs from the projector
onto `|e| < R` by exactly `q ^ N / (1 - q ^ N)` in operator norm, for every `N ≥ 1`. -/
theorem contour_convergence_sharp (hH : H.IsHermitian) {R q : ℝ} (hR : 0 < R) (hq : 0 < q)
    (hq1 : q < 1) (hgap : HasGap hH R q) {i : n} (hi : hH.eigenvalues i = q * R)
    {N : ℕ} (hN : N ≠ 0) :
    ‖contourAverage H R N - innerProjector hH R‖ = q ^ N / (1 - q ^ N) := by
  apply le_antisymm (contour_convergence hH hR hq hq1 hgap hN)
  have hQ1 : 0 < 1 - q ^ N := sub_pos.mpr (pow_lt_one₀ hq.le hq1 hN)
  have hval : filterError R N (hH.eigenvalues i) = q ^ N / (1 - q ^ N) := by
    have hlt : |q * R| < R := by
      rw [abs_of_pos (mul_pos hq hR)]
      nlinarith
    rw [hi, filterError, if_pos hlt, mul_div_cancel_right₀ q hR.ne', eq_div_iff hQ1.ne',
      sub_mul, inv_mul_cancel₀ hQ1.ne']
    ring
  rw [contour_error hH hR hq hq1 hgap hN, spectralFun_norm]
  have h := norm_le_pi_norm (fun k => (filterError R N (hH.eigenvalues k) : ℂ)) i
  rw [Complex.norm_real, Real.norm_eq_abs, hval, abs_of_pos (by positivity)] at h
  exact h

end

end ContourProjector
```

```lean
#print axioms ContourProjector.contour_convergence
-- 'ContourProjector.contour_convergence' depends on axioms: [propext, Classical.choice, Quot.sound]
#print axioms ContourProjector.contour_convergence_sharp
-- 'ContourProjector.contour_convergence_sharp' depends on axioms: [propext, Classical.choice, Quot.sound]
```
